# Explicit ladder matrices obey the q-deformed angular momentum algebra for $q\neq0$, $q^2\neq1$

For every natural number $n$ and every complex $q$ with $q\neq0$ and $q^2\neq1$, a multiplet of $n+1$ states carries explicit operators $K$, $E$ and $F$ that obey the q-deformed angular momentum algebra. Moving $K$ past a ladder operator costs a fixed power of $q$, and the commutator of the ladder operators is a function of $K$ alone.

The physical question is how the spin ladder changes when rotation symmetry is deformed. The number $q$ measures the deformation. In certain open spin chains with anisotropic exchange and suitable boundary terms, it is fixed by the anisotropy, and the levels form such multiplets for generic $q$. The result here concerns a single finite multiplet. That a given Hamiltonian commutes with the many-site versions of these operators is a separate step.

## States, q-numbers and operators

The states are $e_0,\dots,e_n$. In spin language $j=n/2$ and $m_z=n/2-k$, so $k$ counts steps down from the top state $e_0$. The letter $E$ is the raising operator, not an energy, and $K$ plays the role of $q^{2J_z}$ with $\hbar=1$; some texts use $K$ for $q^{J_z}$.

```lean
import Mathlib

namespace QDeformedAngularMomentum

noncomputable section
```

The q-number $[k]$, `qnum q k`, is a finite sum of powers of $q$ in steps of two, from $q^{1-k}$ up to $q^{k-1}$. It is also meaningful at $q=1$, and $[0]=0$ is the empty sum.

```lean
/-- The q-number `[k] = q^(k-1) + q^(k-3) + ... + q^(1-k)`, for nonzero `q`. -/
def qnum (q : ℂ) (k : ℕ) : ℂ :=
  ∑ i ∈ Finset.range k, q ^ i * q⁻¹ ^ (k - 1 - i)
```

The operators are complex matrices with rows and columns labelled by `Fin (n + 1)`, that is, by $0,\dots,n$. Column $j$ of a matrix holds the image of $e_j$ (from here on $j$ is a column index). The weight operator is $Ke_k=q^{n-2k}e_k$, with an integer exponent that may be negative.

```lean
/-- The weight operator `K e_k = q^(n-2k) e_k` on the states `e_0, ..., e_n`, for nonzero `q`. -/
def weight (q : ℂ) (n : ℕ) : Matrix (Fin (n + 1)) (Fin (n + 1)) ℂ :=
  Matrix.diagonal fun k => q ^ ((n : ℤ) - 2 * ((k : ℕ) : ℤ))
```

The raising operator is $Ee_k=[n-k+1]\,e_{k-1}$, with $Ee_0=0$.

```lean
/-- The raising operator `E e_k = [n-k+1] e_(k-1)`, with `E e_0 = 0`, for nonzero `q`. -/
def raise (q : ℂ) (n : ℕ) : Matrix (Fin (n + 1)) (Fin (n + 1)) ℂ :=
  Matrix.of fun i j => if (i : ℕ) + 1 = (j : ℕ) then qnum q (n + 1 - (j : ℕ)) else 0
```

The lowering operator is $Fe_k=[k+1]\,e_{k+1}$, with $Fe_n=0$.

```lean
/-- The lowering operator `F e_k = [k+1] e_(k+1)`, with `F e_n = 0`, for nonzero `q`. -/
def lower (q : ℂ) (n : ℕ) : Matrix (Fin (n + 1)) (Fin (n + 1)) ℂ :=
  Matrix.of fun i j => if (i : ℕ) = (j : ℕ) + 1 then qnum q ((j : ℕ) + 1) else 0
```

## (a) A denominator that does not vanish

Show that $q\neq0$ and $q^2\neq1$ imply
$$q-q^{-1}\neq0.$$

If $q=q^{-1}$, multiplying by $q$ gives $q^2=1$, which is excluded. The `calc` block is this multiplication.

```lean
lemma sub_inv_ne_zero {q : ℂ} (hq : q ≠ 0) (hq2 : q ^ 2 ≠ 1) : q - q⁻¹ ≠ 0 := by
  intro h
  have h' : q = q⁻¹ := sub_eq_zero.mp h
  apply hq2
  calc q ^ 2 = q * q := sq q
    _ = q * q⁻¹ := by rw [← h']
    _ = 1 := mul_inv_cancel₀ hq
```

## (b) The q-number as a quotient

Under the same conditions, show that
$$[k]=\frac{q^k-q^{-k}}{q-q^{-1}}.$$

Write $r=q^{-1}$, so that $[k]=\sum_{i=0}^{k-1}q^i r^{k-1-i}$. Then
$$(q-r)[k]=\sum_{i=0}^{k-1}\left(q^{i+1}r^{k-1-i}-q^i r^{k-i}\right).$$
With $T_i=q^i r^{k-i}$ each summand is $T_{i+1}-T_i$, so the sum telescopes to $T_k-T_0=q^k-r^k$. Divide by $q-r$, which is nonzero by (a). Mathlib's `geom_sum₂_mul` supplies the telescoped sum.

```lean
/-- For `q ≠ 0` and `q² ≠ 1` the q-number is the quotient `(q^k - q^(-k)) / (q - q⁻¹)`. -/
theorem qnum_eq_div {q : ℂ} (hq : q ≠ 0) (hq2 : q ^ 2 ≠ 1) (k : ℕ) :
    qnum q k = (q ^ k - q⁻¹ ^ k) / (q - q⁻¹) := by
  rw [eq_div_iff (sub_inv_ne_zero hq hq2)]
  exact geom_sum₂_mul q q⁻¹ k
```

## (c) A cross-product identity

For natural $k$ and $m$, show that
$$(q-r)\bigl([k+1][m]-[k][m+1]\bigr)=q^m r^k-q^k r^m,\qquad r=q^{-1}.$$

Multiply the left side by another factor $q-r$ and use (b) for each q-number:
$$(q^{k+1}-r^{k+1})(q^m-r^m)-(q^k-r^k)(q^{m+1}-r^{m+1}).$$
The terms $q^{k+m+1}$ and $r^{k+m+1}$ cancel. What remains is
$$q^{m+1}r^k-q^m r^{k+1}-q^{k+1}r^m+q^k r^{m+1}=(q-r)(q^m r^k-q^k r^m).$$
Cancel one factor $q-r$. In Lean, `mul_left_cancel₀` introduces the extra factor, and `linear_combination` substitutes the product form `h` of (b) and checks the expansion.

```lean
lemma qnum_cross {q : ℂ} (hq : q ≠ 0) (hq2 : q ^ 2 ≠ 1) (k m : ℕ) :
    (q - q⁻¹) * (qnum q (k + 1) * qnum q m - qnum q k * qnum q (m + 1))
      = q ^ m * q⁻¹ ^ k - q ^ k * q⁻¹ ^ m := by
  have h (j : ℕ) : qnum q j * (q - q⁻¹) = q ^ j - q⁻¹ ^ j := geom_sum₂_mul q q⁻¹ j
  apply mul_left_cancel₀ (sub_inv_ne_zero hq hq2)
  linear_combination ((q - q⁻¹) * qnum q m) * h (k + 1)
    + (q ^ (k + 1) - q⁻¹ ^ (k + 1)) * h m
    - ((q - q⁻¹) * qnum q (m + 1)) * h k - (q ^ k - q⁻¹ ^ k) * h (m + 1)
```

## (d) Integer exponents split into natural ones

For $q\neq0$ and natural $m,k$, show that
$$q^{m-k}=q^m\,(q^{-1})^k.$$

This is the exponent law $q^{m-k}=q^m/q^k$. It connects the integer powers in $K$ with the natural powers in (c).

```lean
lemma zpow_split {q : ℂ} (hq : q ≠ 0) (m k : ℕ) :
    q ^ ((m : ℤ) - (k : ℤ)) = q ^ m * q⁻¹ ^ k := by
  rw [zpow_sub₀ hq, zpow_natCast, zpow_natCast, inv_pow, div_eq_mul_inv]
```

## (e) Lower, then raise

Show that
$$EF\,e_k=[k+1][n-k]\,e_k.$$

For $k<n$, $Fe_k=[k+1]e_{k+1}$ and $Ee_{k+1}=[n-k]e_k$. For $k=n$, $Fe_n=0$, and the formula agrees because $[0]=0$. The theorem `raise_mul_lower` holds for every complex `q`. Its proof writes the matrix product as a sum over intermediate states: `Finset.sum_eq_single` keeps $e_{j+1}$, and at the bottom of the ladder `Finset.sum_eq_zero` applies.

```lean
/-- Lowering and then raising multiplies `e_k` by `[k+1][n-k]`. -/
theorem raise_mul_lower (q : ℂ) (n : ℕ) : raise q n * lower q n =
    Matrix.diagonal fun k : Fin (n + 1) => qnum q ((k : ℕ) + 1) * qnum q (n - (k : ℕ)) := by
  have h0 : qnum q 0 = 0 := by simp [qnum]
  ext i j
  rw [Matrix.mul_apply, Matrix.diagonal_apply]
  by_cases h : (j : ℕ) + 1 < n + 1
  · -- only the intermediate state `e_(j+1)` contributes
    rw [Finset.sum_eq_single (⟨(j : ℕ) + 1, h⟩ : Fin (n + 1))]
    · by_cases hij : i = j
      · subst hij
        simp [raise, lower, mul_comm]
      · have hv : (i : ℕ) ≠ j := fun e => hij (Fin.ext e)
        simp [raise, lower, hij, hv]
    · intro l _ hl
      have hv : (l : ℕ) ≠ j + 1 := fun e => hl (Fin.ext e)
      simp [lower, hv]
    · simp
  · -- the lowest state is annihilated
    have hj : (j : ℕ) = n := by have := j.isLt; omega
    rw [Finset.sum_eq_zero]
    · by_cases hij : i = j
      · subst hij
        simp [hj, h0]
      · simp [hij]
    · intro l _
      have hv : (l : ℕ) ≠ j + 1 := by have := l.isLt; omega
      simp [lower, hv]
```

## (f) Raise, then lower

Show that
$$FE\,e_k=[k][n-k+1]\,e_k.$$

For $k>0$, $Ee_k=[n-k+1]e_{k-1}$ and $Fe_{k-1}=[k]e_k$. For $k=0$ both sides vanish. The Lean proof has the same two cases, with $e_{j-1}$ as the intermediate state.

```lean
/-- Raising and then lowering multiplies `e_k` by `[k][n-k+1]`. -/
theorem lower_mul_raise (q : ℂ) (n : ℕ) : lower q n * raise q n =
    Matrix.diagonal fun k : Fin (n + 1) => qnum q (k : ℕ) * qnum q (n + 1 - (k : ℕ)) := by
  have h0 : qnum q 0 = 0 := by simp [qnum]
  ext i j
  rw [Matrix.mul_apply, Matrix.diagonal_apply]
  by_cases h : 0 < (j : ℕ)
  · have hj : (j : ℕ) - 1 + 1 = j := by omega
    rw [Finset.sum_eq_single (⟨(j : ℕ) - 1, by have := j.isLt; omega⟩ : Fin (n + 1))]
    · by_cases hij : i = j
      · subst hij
        simp [raise, lower, hj]
      · have hv : (i : ℕ) ≠ j := fun e => hij (Fin.ext e)
        simp [raise, lower, hj, hij, hv]
    · intro l _ hl
      have hv : (l : ℕ) + 1 ≠ j := fun e => hl (Fin.ext (by simp only; omega))
      simp [raise, hv]
    · simp
  · have hj : (j : ℕ) = 0 := by omega
    rw [Finset.sum_eq_zero]
    · by_cases hij : i = j
      · subst hij
        simp [hj, h0]
      · simp [hij]
    · intro l _
      have hv : (l : ℕ) + 1 ≠ j := by omega
      simp [raise, hv]
```

The basis $e_k$ is not normalised in the usual spin convention. For real $q>0$ it can be rescaled to make $E$ and $F$ transposes of each other; the matrix element between $e_k$ and $e_{k-1}$ is then $\sqrt{[k][n-k+1]}$, which at $q=1$ is the familiar $\sqrt{k(n-k+1)}$.

## (g) The inverse of the weight operator

For $q\neq0$, show that $K$ is invertible and
$$K^{-1}e_k=q^{2k-n}e_k.$$

The diagonal entries multiply to $q^{n-2k}q^{2k-n}=q^0=1$. Lean assigns a value to the inverse of a singular matrix too, so `weight_inv` also states $KK^{-1}=1$. The auxiliary fact `e` is the product of entries, and `Matrix.inv_eq_right_inv` identifies the inverse.

```lean
/-- For `q ≠ 0` the weight operator is invertible, and `K⁻¹ e_k = q^(2k-n) e_k`. -/
theorem weight_inv {q : ℂ} (hq : q ≠ 0) (n : ℕ) :
    weight q n * (weight q n)⁻¹ = 1 ∧
    (weight q n)⁻¹ =
      Matrix.diagonal fun k : Fin (n + 1) => q ^ (2 * ((k : ℕ) : ℤ) - (n : ℤ)) := by
  have e (k : Fin (n + 1)) : q ^ ((n : ℤ) - 2 * ((k : ℕ) : ℤ)) *
      q ^ (2 * ((k : ℕ) : ℤ) - (n : ℤ)) = 1 := by
    rw [← zpow_add₀ hq, sub_add_sub_cancel, sub_self, zpow_zero]
  have h : weight q n *
      (Matrix.diagonal fun k : Fin (n + 1) => q ^ (2 * ((k : ℕ) : ℤ) - (n : ℤ))) = 1 := by
    simp only [weight, Matrix.diagonal_mul_diagonal, e, Matrix.diagonal_one]
  have hi := Matrix.inv_eq_right_inv h
  exact ⟨by rw [hi]; exact h, hi⟩
```

## (h) The three relations

For $q\neq0$ and $q^2\neq1$, show that
$$KE=q^2EK,\qquad KF=q^{-2}FK,\qquad [E,F]=\frac{K-K^{-1}}{q-q^{-1}}.$$

For $k>0$,
$$KEe_k=q^{n-2(k-1)}[n-k+1]e_{k-1}=q^2\,q^{n-2k}[n-k+1]e_{k-1}=q^2EKe_k.$$
For $k<n$,
$$KFe_k=q^{n-2(k+1)}[k+1]e_{k+1}=q^{-2}FKe_k.$$
At the excluded ends both sides are zero.

For the commutator put $m=n-k$. By (e), (f), (c) and (d), its eigenvalue on $e_k$ is
$$[k+1][m]-[k][m+1]=\frac{q^{m-k}-q^{k-m}}{q-q^{-1}},$$
and $m-k=n-2k$. By (g) this is the eigenvalue of the right side.

Lean states division by $q-q^{-1}$ as multiplication by the scalar `(q - q⁻¹)⁻¹`. For the first two relations it compares entries and shifts the exponent by $\pm2$ with `zpow_add₀`. For the third it inserts the diagonal forms, calls the diagonal index `i`, obtains `m` with $i+m=n$, and applies `qnum_cross`.

```lean
/-- For `q ≠ 0` and `q² ≠ 1` the matrices obey the q-deformed angular momentum algebra:
`KE = q² EK`, `KF = q⁻² FK` and `[E, F] = (K - K⁻¹) / (q - q⁻¹)`. -/
theorem q_angular_momentum_relations {q : ℂ} (hq : q ≠ 0) (hq2 : q ^ 2 ≠ 1) (n : ℕ) :
    weight q n * raise q n = q ^ (2 : ℤ) • (raise q n * weight q n) ∧
    weight q n * lower q n = q ^ (-2 : ℤ) • (lower q n * weight q n) ∧
    raise q n * lower q n - lower q n * raise q n
      = (q - q⁻¹)⁻¹ • (weight q n - (weight q n)⁻¹) := by
  refine ⟨?_, ?_, ?_⟩
  · ext i j
    simp only [weight, raise, Matrix.diagonal_mul, Matrix.smul_apply, Matrix.mul_diagonal,
      smul_eq_mul, Matrix.of_apply]
    by_cases h : (i : ℕ) + 1 = (j : ℕ)
    · have e : (n : ℤ) - 2 * ((i : ℕ) : ℤ) = 2 + ((n : ℤ) - 2 * ((j : ℕ) : ℤ)) := by omega
      rw [if_pos h, e, zpow_add₀ hq]
      ring
    · simp [h]
  · ext i j
    simp only [weight, lower, Matrix.diagonal_mul, Matrix.smul_apply, Matrix.mul_diagonal,
      smul_eq_mul, Matrix.of_apply]
    by_cases h : (i : ℕ) = (j : ℕ) + 1
    · have e : (n : ℤ) - 2 * ((i : ℕ) : ℤ) = -2 + ((n : ℤ) - 2 * ((j : ℕ) : ℤ)) := by omega
      rw [if_pos h, e, zpow_add₀ hq]
      ring
    · simp [h]
  · -- both sides are diagonal; compare the entries
    rw [raise_mul_lower, lower_mul_raise, (weight_inv hq n).2, weight]
    ext i j
    by_cases hij : i = j
    · subst hij
      obtain ⟨m, hm⟩ : ∃ m, (i : ℕ) + m = n := ⟨n - i, by have := i.isLt; omega⟩
      have e1 : n - (i : ℕ) = m := by omega
      have e2 : n + 1 - (i : ℕ) = m + 1 := by omega
      have e3 : (n : ℤ) - 2 * ((i : ℕ) : ℤ) = (m : ℤ) - ((i : ℕ) : ℤ) := by omega
      have e4 : 2 * ((i : ℕ) : ℤ) - (n : ℤ) = ((i : ℕ) : ℤ) - (m : ℤ) := by omega
      simp only [Matrix.sub_apply, Matrix.smul_apply, Matrix.diagonal_apply_eq, smul_eq_mul]
      rw [e1, e2, e3, e4, zpow_split hq, zpow_split hq, ← qnum_cross hq hq2,
        inv_mul_cancel_left₀ (sub_inv_ne_zero hq hq2)]
    · simp [Matrix.diagonal_apply_ne _ hij]
```

**A numerical instance.** Take $n=2$ and $q=2$. Then $[1]=1$, $[2]=5/2$ and $K=\mathrm{diag}(4,1,1/4)$. The products are $EF=\mathrm{diag}(5/2,5/2,0)$ and $FE=\mathrm{diag}(0,5/2,5/2)$, so $[E,F]=\mathrm{diag}(5/2,0,-5/2)$. On $e_0$ the right side gives $(4-1/4)/(3/2)=5/2$, as it should.

**The smallest multiplet.** For $n=0$ there is one state, with $E=F=0$ and $K=1$, and all three relations read $0=0$.

Roots of unity other than $\pm1$ are allowed. At $q=\mathrm{i}$, for instance, $[2]=0$, so for $n\ge2$ some ladder steps vanish (such as $Fe_1=[2]e_2=0$) while the relations still hold.

## (i) The undeformed commutator

At $q=1$, show that
$$[E,F]\,e_k=(n-2k)\,e_k.$$

Every term in the sum for $[k]$ is now 1, so $[k]=k$. With $m=n-k$, (e) and (f) give
$$(k+1)m-k(m+1)=m-k=n-2k.$$
This is the ordinary relation $[J_+,J_-]=2J_z$ with $\hbar=1$. It is evaluated directly at $q=1$, without a limit. There $K$ is the identity and no longer distinguishes the states, so the diagonal matrix is written out explicitly. In Lean, `h1` is $[k]=k$, and `linear_combination` does the final arithmetic.

```lean
/-- At `q = 1` the commutator of the ladder operators is diagonal: `[E, F] e_k = (n-2k) e_k`. -/
theorem classical_commutator (n : ℕ) :
    raise 1 n * lower 1 n - lower 1 n * raise 1 n
      = Matrix.diagonal fun k : Fin (n + 1) => (n : ℂ) - 2 * ((k : ℕ) : ℂ) := by
  have h1 (k : ℕ) : qnum 1 k = k := by simp [qnum]
  rw [raise_mul_lower, lower_mul_raise]
  ext i j
  by_cases hij : i = j
  · subst hij
    obtain ⟨m, hm⟩ : ∃ m, (i : ℕ) + m = n := ⟨n - i, by have := i.isLt; omega⟩
    have e1 : n - (i : ℕ) = m := by omega
    have e2 : n + 1 - (i : ℕ) = m + 1 := by omega
    have hn : (n : ℂ) = ((i : ℕ) : ℂ) + (m : ℂ) := by exact_mod_cast hm.symm
    simp only [Matrix.sub_apply, Matrix.diagonal_apply_eq, h1, e1, e2]
    push_cast
    linear_combination -hn
  · simp [Matrix.diagonal_apply_ne _ hij]


end

end QDeformedAngularMomentum
```

```lean
#print axioms QDeformedAngularMomentum.qnum_eq_div
#print axioms QDeformedAngularMomentum.q_angular_momentum_relations
#print axioms QDeformedAngularMomentum.classical_commutator
```

```
'QDeformedAngularMomentum.qnum_eq_div' depends on axioms: [propext, Classical.choice, Quot.sound]
'QDeformedAngularMomentum.q_angular_momentum_relations' depends on axioms: [propext, Classical.choice, Quot.sound]
'QDeformedAngularMomentum.classical_commutator' depends on axioms: [propext, Classical.choice, Quot.sound]
```
